# Unitary mode rotations preserve the CAR and the total number operator

## Question

Before stating anything formally I have to decide what a fermionic mode operator is: a concrete 2^n × 2^n matrix on Fock space, or just an element of an algebra with an adjoint. The claim I am after is the change of single-particle basis. If c_1, …, c_n obey the canonical anticommutation relations (CAR) and U is an n × n complex matrix with U U† = 1, then d_i = Σ_j U_ij c_j obey the CAR as well, and Σ_i d_i* d_i = Σ_j c_j* c_j. How would one state and prove this in Lean 4 with Mathlib, and what happens when U is not square?

## Answer

### Modelling choices

The operators are taken as elements of an abstract algebra A, because the argument uses only sums, products, complex multiples and the adjoint. `Ring A` and `Algebra ℂ A` give an associative unital complex algebra. `StarRing A` gives an additive involution `star`, written x ↦ x*, with (xy)* = y* x*, and `StarModule ℂ A` makes it antilinear, (z x)* = conj(z) x*, where conj is complex conjugation. Matrices on Fock space are one instance.

Modes are labelled by a finite type `n`, and `c : n → A` is the family of annihilation operators. With {x, y} = xy + yx and the Kronecker symbol δ, `IsCAR c` has the two fields `anti` and `mixed`:

{c_i, c_j} = 0,  {c_i, c_j*} = δ_ij · 1.

For complex matrices U and h the three definitions `rotate U c`, `oneBody h c` and `number c` read

(Uc)_i = Σ_j U_ij c_j,  H(h, c) = Σ_i Σ_j h_ij c_i* c_j,  N(c) = Σ_i c_i* c_i.

The matrix U acts on the annihilators, so the creators of d = Uc are d_i* = Σ_j conj(U_ij) c_j*. The conjugate transpose U† is `Uᴴ`. If new orbitals φ′_i are given in terms of old orbitals φ_j by φ′_i = Σ_j φ_j W_ji with a coefficient matrix W, then U = W†. For a finite orthonormal set of spin orbitals and a unitary W this is the orbital rotation of electronic-structure theory. N is then the electron number, and H is the one-electron part of the Hamiltonian when the h_ij are the matrix elements of the one-electron Hamiltonian between the orbitals i and j.

### Derivation by hand

Step 1, bilinearity. For complex numbers a_j, b_k and elements x_j, y_k of A, multiplying out both orderings gives

{Σ_j a_j x_j, Σ_k b_k y_k} = Σ_j Σ_k a_j b_k {x_j, y_k}.

Step 2, the CAR. Let U and V have columns labelled by the modes of c and any row labels. Since ((Vc)_k)* = Σ_j′ conj(V_kj′) c_j′*, step 1 and the CAR give

{(Uc)_i, ((Vc)_k)*} = Σ_j Σ_j′ U_ij conj(V_kj′) δ_jj′ · 1 = Σ_j U_ij conj(V_kj) · 1 = (U V†)_ik · 1.

With V = U and U U† = 1 this is {d_i, d_k*} = δ_ik · 1. The other relation needs nothing of U:

{d_i, d_k} = Σ_j Σ_j′ U_ij U_kj′ {c_j, c_j′} = 0.

Only the orthonormality of the rows of U entered, so U may be rectangular.

Step 3, one-body operators. Let U be m × n and h be m × m. Rotations compose, U(Vc) = (UV)c, by exchanging two sums. By definition H(h, d) = Σ_i d_i* (hd)_i. For any family e_i in A,

Σ_i d_i* e_i = Σ_i Σ_k conj(U_ik) c_k* e_i = Σ_k c_k* (U†e)_k.

Taking e = hd = (hU)c,

H(h, Uc) = Σ_k c_k* ((U† h U)c)_k = H(U† h U, c).

No commutation relation was used.

Step 4, the number operator. N(c) = H(1, c), so N(Uc) = H(U†U, c). For square U the equation U U† = 1 makes U surjective on ℂ^n, hence invertible with inverse U†, so U†U = 1 and N(Uc) = N(c).

Step 5, the converse for rectangular U. Adding and subtracting c_i* c_k c_j,

c_k c_i* c_j − c_i* c_j c_k = {c_k, c_i*} c_j − c_i* {c_k, c_j} = δ_ki c_j.

Now let h be n × n. Multiplying by h_ij and summing gives the commutator [c_k, H(h, c)] = Σ_j h_kj c_j = (hc)_k. Suppose N(Uc) = N(c), that is H(U†U, c) = H(1, c). Commuting both sides with c_k gives ((U†U)c)_k = c_k. Anticommuting with c_j* by step 2 with V = 1 gives

(U†U)_kj · 1 = δ_kj · 1.

If 1 ≠ 0 in A, the map z ↦ z · 1 is injective and U†U = 1. In the other direction U†U = 1 gives N(Uc) = H(1, c) = N(c) at once.

### The file

```lean
import Mathlib

open Matrix

namespace FermionModeRotation

noncomputable section

variable {A : Type*} [Ring A] [StarRing A] [Algebra ℂ A] [StarModule ℂ A]
variable {l m n : Type*} [Fintype l] [Fintype m] [Fintype n]

/-- Canonical anticommutation relations: `{c_i, c_j} = 0` and `{c_i, c_j*} = δ_ij`. -/
structure IsCAR {B ι : Type*} [Ring B] [StarRing B] [DecidableEq ι] (c : ι → B) : Prop where
  anti : ∀ i j, c i * c j + c j * c i = 0
  mixed : ∀ i j, c i * star (c j) + star (c j) * c i = if i = j then 1 else 0

/-- The rotated modes `d_i = ∑_j U_ij c_j`. -/
def rotate {B ι κ : Type*} [Ring B] [Algebra ℂ B] [Fintype κ]
    (U : Matrix ι κ ℂ) (c : κ → B) : ι → B :=
  fun i => ∑ j, U i j • c j

/-- The one-body operator `∑_ij h_ij c_i* c_j`. -/
def oneBody {B ι : Type*} [Ring B] [StarRing B] [Algebra ℂ B] [Fintype ι]
    (h : Matrix ι ι ℂ) (c : ι → B) : B :=
  ∑ i, ∑ j, h i j • (star (c i) * c j)

/-- The total number operator `∑_i c_i* c_i`. -/
def number {B ι : Type*} [Ring B] [StarRing B] [Fintype ι] (c : ι → B) : B :=
  ∑ i, star (c i) * c i

/-- The anticommutator of two linear combinations is the combination of the anticommutators. -/
theorem anticomm_sum {B ι κ : Type*} [Ring B] [Algebra ℂ B] [Fintype ι] [Fintype κ]
    (a : ι → ℂ) (b : κ → ℂ) (x : ι → B) (y : κ → B) :
    (∑ j, a j • x j) * (∑ k, b k • y k) + (∑ k, b k • y k) * (∑ j, a j • x j)
      = ∑ j, ∑ k, (a j * b k) • (x j * y k + y k * x j) := by
  have h1 : (∑ j, a j • x j) * (∑ k, b k • y k) = ∑ j, ∑ k, (a j * b k) • (x j * y k) := by
    rw [Finset.sum_mul_sum]
    simp only [smul_mul_smul_comm]
  have h2 : (∑ k, b k • y k) * (∑ j, a j • x j) = ∑ j, ∑ k, (a j * b k) • (y k * x j) := by
    rw [Finset.sum_mul_sum, Finset.sum_comm]
    refine Finset.sum_congr rfl fun j _ => Finset.sum_congr rfl fun k _ => ?_
    rw [smul_mul_smul_comm, mul_comm (b k)]
  rw [h1, h2]
  simp only [smul_add, Finset.sum_add_distrib]

/-- Rotating by `V` and then by `U` is the rotation by the matrix product `U V`. -/
theorem rotate_rotate {B ι κ μ : Type*} [Ring B] [Algebra ℂ B] [Fintype κ] [Fintype μ]
    (U : Matrix ι κ ℂ) (V : Matrix κ μ ℂ) (c : μ → B) :
    rotate U (rotate V c) = rotate (U * V) c := by
  funext i
  simp only [rotate, Matrix.mul_apply, Finset.sum_smul, Finset.smul_sum, smul_smul]
  exact Finset.sum_comm

/-- For CAR modes, the anticommutator of `(U c)_i` with `(V c)_k*` is the number `(U V†)_ik`. -/
theorem rotate_mixed {ι κ : Type*} [DecidableEq n] {c : n → A} (hc : IsCAR c)
    (U : Matrix ι n ℂ) (V : Matrix κ n ℂ) (i : ι) (k : κ) :
    rotate U c i * star (rotate V c k) + star (rotate V c k) * rotate U c i
      = (U * Vᴴ) i k • (1 : A) := by
  have hs : star (rotate V c k) = ∑ j, star (V k j) • star (c j) := by
    simp only [rotate, star_sum, star_smul]
  have hr : rotate U c i = ∑ j, U i j • c j := rfl
  rw [hs, hr, anticomm_sum]
  -- the Kronecker delta collapses one of the two sums
  simp only [hc.mixed, smul_ite, smul_zero, Finset.sum_ite_eq, Finset.mem_univ, if_true,
    Matrix.mul_apply, conjTranspose_apply, Finset.sum_smul]

/-- If the rectangular matrix `U` has orthonormal rows, `U U† = 1`, the rotated modes of a
CAR family obey the CAR. -/
theorem isCAR_rotate {ι : Type*} [DecidableEq ι] [DecidableEq n] {c : n → A} (hc : IsCAR c)
    {U : Matrix ι n ℂ} (hU : U * Uᴴ = 1) : IsCAR (rotate U c) := by
  constructor
  · intro i k
    simp only [rotate]
    rw [anticomm_sum]
    simp only [hc.anti, smul_zero, Finset.sum_const_zero]
  · intro i k
    rw [rotate_mixed hc, hU, Matrix.one_apply]
    split_ifs <;> simp

/-- A one-body operator with matrix `h` in the rotated modes is the one-body operator with
matrix `U† h U` in the original modes. -/
theorem oneBody_rotate (h : Matrix m m ℂ) (U : Matrix m n ℂ) (c : n → A) :
    oneBody h (rotate U c) = oneBody (Uᴴ * h * U) c := by
  have h1 : ∀ d : m → A, oneBody h d = ∑ i, star (d i) * rotate h d i := by
    intro d
    simp only [oneBody, rotate, Finset.mul_sum, mul_smul_comm]
  have h2 : ∀ g : Matrix n n ℂ, oneBody g c = ∑ k, star (c k) * rotate g c k := by
    intro g
    simp only [oneBody, rotate, Finset.mul_sum, mul_smul_comm]
  -- the rotation of the creation operators moves over as `U†`
  have h3 : ∀ e : m → A,
      ∑ i, star (rotate U c i) * e i = ∑ k, star (c k) * rotate Uᴴ e k := by
    intro e
    simp only [rotate, star_sum, star_smul, Finset.sum_mul, Finset.mul_sum, smul_mul_assoc,
      mul_smul_comm, conjTranspose_apply]
    exact Finset.sum_comm
  rw [h1, h2, h3, rotate_rotate, rotate_rotate]

/-- The total number operator is the one-body operator of the unit matrix. -/
theorem number_eq_oneBody {B ι : Type*} [Ring B] [StarRing B] [Algebra ℂ B] [Fintype ι]
    [DecidableEq ι] (c : ι → B) : number c = oneBody 1 c := by
  simp only [number, oneBody, Matrix.one_apply, ite_smul, one_smul, zero_smul,
    Finset.sum_ite_eq, Finset.mem_univ, if_true]

/-- For CAR modes `c` and a square matrix with `U U† = 1`, the modes `d_i = ∑_j U_ij c_j`
obey the CAR and `∑_i d_i* d_i = ∑_j c_j* c_j`. -/
theorem unitary_rotation [DecidableEq n] {c : n → A} (hc : IsCAR c)
    {U : Matrix n n ℂ} (hU : U * Uᴴ = 1) :
    IsCAR (rotate U c) ∧ number (rotate U c) = number c := by
  refine ⟨isCAR_rotate hc hU, ?_⟩
  -- for a square matrix the right inverse is a left inverse
  have hU' : Uᴴ * U = 1 := mul_eq_one_comm.mp hU
  rw [number_eq_oneBody, oneBody_rotate, Matrix.mul_one, hU', ← number_eq_oneBody]

/-- For CAR modes, the commutator of `c_k` with the one-body operator of `h` is
`∑_j h_kj c_j`. -/
theorem commutator_oneBody {B ι : Type*} [Ring B] [StarRing B] [Algebra ℂ B] [Fintype ι]
    [DecidableEq ι] {c : ι → B} (hc : IsCAR c) (h : Matrix ι ι ℂ) (k : ι) :
    c k * oneBody h c - oneBody h c * c k = rotate h c k := by
  have key : ∀ i j, c k * (star (c i) * c j) - star (c i) * c j * c k
      = if k = i then c j else 0 := by
    intro i j
    calc c k * (star (c i) * c j) - star (c i) * c j * c k
        = (c k * star (c i) + star (c i) * c k) * c j
            - star (c i) * (c k * c j + c j * c k) := by noncomm_ring
      _ = if k = i then c j else 0 := by
          rw [hc.mixed, hc.anti]
          split_ifs <;> simp
  simp only [oneBody, rotate, Finset.mul_sum, Finset.sum_mul, ← Finset.sum_sub_distrib,
    mul_smul_comm, smul_mul_assoc, ← smul_sub, key]
  rw [Finset.sum_comm]
  simp only [smul_ite, smul_zero, Finset.sum_ite_eq, Finset.mem_univ, if_true]

/-- For CAR modes in a nontrivial algebra and a rectangular matrix `U`, the rotated and the
original total number operators agree if and only if `U† U = 1`. -/
theorem number_rotate_iff [Nontrivial A] [DecidableEq m] [DecidableEq n] {c : n → A}
    (hc : IsCAR c) (U : Matrix m n ℂ) :
    number (rotate U c) = number c ↔ Uᴴ * U = 1 := by
  rw [number_eq_oneBody, oneBody_rotate, Matrix.mul_one, number_eq_oneBody]
  constructor
  · intro h
    ext k j
    -- commute with `c_k`, then anticommute with `c_j*`, to read off the matrix element
    have h1 : rotate (Uᴴ * U) c k = rotate (1 : Matrix n n ℂ) c k := by
      rw [← commutator_oneBody hc, ← commutator_oneBody hc, h]
    have h2 := rotate_mixed hc (Uᴴ * U) (1 : Matrix n n ℂ) k j
    rw [h1, rotate_mixed hc, conjTranspose_one, Matrix.mul_one, Matrix.mul_one,
      ← Algebra.algebraMap_eq_smul_one, ← Algebra.algebraMap_eq_smul_one] at h2
    exact ((algebraMap ℂ A).injective h2).symm
  · intro h
    rw [h]

/-- The integer entries of the Jordan-Wigner annihilation operators of two modes. -/
def jwInt : Fin 2 → Matrix (Fin 4) (Fin 4) ℤ :=
  ![!![0, 0, 1, 0; 0, 0, 0, 1; 0, 0, 0, 0; 0, 0, 0, 0],
    !![0, 1, 0, 0; 0, 0, 0, 0; 0, 0, 0, -1; 0, 0, 0, 0]]

/-- The Jordan-Wigner annihilation operators of two modes as complex 4 by 4 matrices. -/
def jwModes (i : Fin 2) : Matrix (Fin 4) (Fin 4) ℂ :=
  (jwInt i).map fun z : ℤ => (z : ℂ)

/-- A complex matrix that mixes two modes with amplitudes `3/5` and `4i/5`. -/
def mixer : Matrix (Fin 2) (Fin 2) ℂ :=
  !![3 / 5, 4 / 5 * Complex.I; 4 / 5 * Complex.I, 3 / 5]

/-- The two Jordan-Wigner modes obey the CAR and the mixing matrix satisfies `U U† = 1`. -/
theorem unitary_rotation_witness : IsCAR jwModes ∧ mixer * mixerᴴ = 1 := by
  -- the relations are checked over the integers and then cast to the complex numbers
  have ha : ∀ i j, jwInt i * jwInt j + jwInt j * jwInt i = 0 := by
    decide +kernel
  have hb : ∀ i j, jwInt i * (jwInt j)ᵀ + (jwInt j)ᵀ * jwInt i = if i = j then 1 else 0 := by
    decide +kernel
  have hm : ∀ i, jwModes i = (Int.castRingHom ℂ).mapMatrix (jwInt i) := fun _ => rfl
  have hs : ∀ j, star (jwModes j) = (Int.castRingHom ℂ).mapMatrix (jwInt j)ᵀ := by
    intro j
    ext a b
    simp [jwModes, Matrix.star_apply]
  refine ⟨⟨?_, ?_⟩, ?_⟩
  · intro i j
    rw [hm i, hm j, ← map_mul, ← map_mul, ← map_add, ha, map_zero]
  · intro i j
    rw [hs j, hm i, ← map_mul, ← map_mul, ← map_add, hb]
    split_ifs
    · exact map_one _
    · exact map_zero _
  · have h3 : (starRingEnd ℂ) 3 = 3 := map_ofNat _ 3
    have h4 : (starRingEnd ℂ) 4 = 4 := map_ofNat _ 4
    have h5 : (starRingEnd ℂ) 5 = 5 := map_ofNat _ 5
    ext i j
    fin_cases i <;> fin_cases j <;>
      simp [mixer, Matrix.mul_apply, Fin.sum_univ_two, Complex.ext_iff, h3, h4, h5] <;> norm_num

end

end FermionModeRotation
```

```lean
#print axioms FermionModeRotation.unitary_rotation
#print axioms FermionModeRotation.number_rotate_iff
```

```
'FermionModeRotation.unitary_rotation' depends on axioms: [propext, Classical.choice, Quot.sound]
'FermionModeRotation.number_rotate_iff' depends on axioms: [propext, Classical.choice, Quot.sound]
```

### Remarks

**The statements in words.** `unitary_rotation` is the claim in the question: from `hc : IsCAR c` and `hU : U * Uᴴ = 1` for a square U it concludes `IsCAR (rotate U c) ∧ number (rotate U c) = number c`. `isCAR_rotate` is the first half for rectangular U, with an arbitrary row index type `ι`. `number_rotate_iff` says that for CAR modes, an m × n matrix U and `Nontrivial A`, meaning 1 ≠ 0, the two number operators agree exactly when `Uᴴ * U = 1`. Orthonormal rows of U therefore suffice for the CAR, while orthonormal columns are equivalent to the invariance of N. Nontriviality enters only the converse: in the zero algebra every family obeys the CAR and all operators are equal, whatever U is.

The c_j need not generate A. There is no norm, Hilbert space, vacuum or state, the equalities are identities in A, and the number of original modes is finite. The transformations mix annihilators only among themselves, so Bogoliubov transformations with a creation part are excluded. No operator on Fock space that implements c ↦ d by conjugation is constructed, two-body operators do not occur, and the implication from the CAR of d back to U U† = 1 is not among the theorems.

**The proof against the steps.** `anticomm_sum` is step 1: `Finset.sum_mul_sum` expands each product, and for the reversed ordering `Finset.sum_comm` and `mul_comm (b k)` bring it to the same double sum with the same coefficients. In `rotate_mixed`, `hs` is the formula for ((Vc)_k)*, where `star_smul` supplies the conjugation, and `Finset.sum_ite_eq` collapses the δ. `isCAR_rotate` uses `hc.anti` termwise for {d_i, d_k} and rewrites with `hU` for the mixed relation. In `oneBody_rotate`, `h1` and `h2` write H as Σ star times rotation, `h3` moves U across the star as U†, and two uses of `rotate_rotate` assemble U† h U; the theorem has no CAR hypothesis. In `unitary_rotation`, `mul_eq_one_comm` is the passage from U U† = 1 to U†U = 1, and `hc` is used only for the first conjunct. In `commutator_oneBody`, `key` is the three-operator identity of step 5, whose regrouping into anticommutators is checked by `noncomm_ring`. In `number_rotate_iff`, `h1` is the commutation with c_k, `h2` the anticommutation with c_j*, and `(algebraMap ℂ A).injective` the injectivity of z ↦ z · 1, which holds for a ring homomorphism from a field into a nontrivial ring.

**Two modes by hand.** Lean counts the modes 0 and 1. In the basis |00⟩, |01⟩, |10⟩, |11⟩ of occupations |n_0 n_1⟩, `jwModes` is the Jordan-Wigner pair c_0 = a ⊗ 1 and c_1 = Z ⊗ a, where a has rows (0, 1), (0, 0) and Z = diag(1, −1). `unitary_rotation_witness` proves that these obey the CAR and that `mixer * mixerᴴ = 1`. The numbers that follow are worked on paper and are not part of the checked file. With i now the imaginary unit,

d_0 = (3/5) c_0 + (4i/5) c_1,  d_1 = (4i/5) c_0 + (3/5) c_1,

{d_0, d_0*} = 9/25 + 16/25 = 1,  {d_0, d_1*} = (3/5)(−4i/5) + (4i/5)(3/5) = 0.

Without the conjugation the second sum would be 24i/25, so the complex entries distinguish U† from the transpose. With T = c_0* c_1 − c_1* c_0,

d_0* d_0 = (9/25) c_0* c_0 + (16/25) c_1* c_1 + (12i/25) T,

d_1* d_1 = (16/25) c_0* c_0 + (9/25) c_1* c_1 − (12i/25) T.

The T terms cancel and the sum is c_0* c_0 + c_1* c_1 = diag(0, 1, 1, 2). Keeping only the first row, U = (3/5, 4i/5), the single mode d_0 still obeys the CAR, but U†U has rows (9/25, 12i/25), (−12i/25, 16/25), which is not the unit matrix, and d_0* d_0 differs from N(c).

**Smallest cases.** For one mode U is a number u with |u|² = 1, d = u c, and d* d = conj(u) u c* c = c* c. An empty index type is allowed too: the CAR are then vacuous and both number operators are the empty sum 0.

**A reusable technique.** Equality of complex numbers cannot be decided by evaluation, but equality of integer matrices can. The witness states the relations for `jwInt` over ℤ, with the transpose in place of the adjoint, and proves them by `decide +kernel`. It then writes each complex matrix as the image under the ring homomorphism `(Int.castRingHom ℂ).mapMatrix` and pulls products and sums inside with `map_mul` and `map_add`. The lemma `hs`, that the adjoint of the image is the image of the transpose, is the one extra ingredient. The same route suits other identities built from sums, products and adjoints of small matrices with integer entries.

**Another model.** One could fix A as the 2^n × 2^n complex matrices and c as the Jordan-Wigner operators. Nontriviality would then be automatic and spectra and states would be available, but the CAR would first have to be proved for that construction at general n, and the result would speak of one representation with one mode ordering. The abstract hypothesis applies to any qubit encoding once its CAR are established. On the side of U, membership in Mathlib's unitary group would supply both U U† = 1 and U†U = 1 as assumptions; this removes the inverse argument of step 4 but restricts U to square matrices, where the separate roles of rows and columns are no longer visible.
